# The s-wave phase shift of −2b²/cosh²(br) satisfies k cot δ = k²/b, with zero inverse scattering length and effective range 2/b

## The wave at zero energy

Take \(b>0\) and the attractive potential \(V(r)=-2b^2/\cosh^2(br)\), in units with \(\hbar^2/2\mu=1\) (\(\mu\) the reduced mass, \(k\) the wave number, \(k^2\) the energy), where the s-wave radial equation for \(u=r\psi\) is \(u''=(V-k^2)u\). At \(k=0\) the function \(u(r)=\tanh(br)\) vanishes at the origin, and

\[
u'=b\,(1-\tanh^2 br),\qquad u''=-2b^2(1-\tanh^2 br)\tanh(br)=V(r)\,u .
\]

Outside the well this solution levels off at 1. For a short-range potential, the zero-energy solution that vanishes at the origin approaches a straight line at large \(r\), and the intercept of that line with the \(r\) axis is the scattering length. Here the line is horizontal, so the inverse scattering length is zero: the potential sits at resonance, or unitarity.

At \(k>0\) the same \(\tanh\) profile still gives the solution in closed form.

## The explicit wave at every energy

Write \(T=\tanh(br)\), so that \(T'=b(1-T^2)\) and \(V=-2b^2(1-T^2)\). For a constant angle \(\varphi\) put \(\theta=kr+\varphi\) and

\[
w_\varphi=k\sin\theta+bT\cos\theta .
\]

Differentiating once gives

\[
w_\varphi'=\bigl(k^2+b^2(1-T^2)\bigr)\cos\theta-bkT\sin\theta ,
\]

and differentiating again gives

\[
\begin{aligned}
w_\varphi''&=-2b^3T(1-T^2)\cos\theta-k\bigl(k^2+b^2(1-T^2)\bigr)\sin\theta\\
&\quad-b^2k(1-T^2)\sin\theta-bk^2T\cos\theta\\
&=-\bigl(k^2+2b^2(1-T^2)\bigr)w_\varphi=(V-k^2)\,w_\varphi .
\end{aligned}
\]

The wave \(w_0\) vanishes at the origin. Since \(1-\tanh x=e^{-x}/\cosh x\le e^{-x}\),

\[
\bigl|w_0-(k\sin kr+b\cos kr)\bigr|=b(1-T)\,|\cos kr|\le b\,e^{-br}\to0 .
\]

## Every regular solution is a multiple of this wave

Let \(k>0\) and let \(v\) be any solution with \(v(0)=0\). The Wronskian of two solutions at the same energy is constant, because the terms containing \(V-k^2\) cancel in its derivative. At the origin \(w_0=0\), \(w_{\pi/2}=k\) and \(w_{\pi/2}'=0\), so

\[
v\,w_0'-v'w_0=0,\qquad v\,w_{\pi/2}'-v'w_{\pi/2}=-k\,v'(0).
\]

Multiply the first equation by \(w_{\pi/2}\), the second by \(w_0\), and subtract. The terms in \(v'\) drop out. With \(w_0'w_{\pi/2}-w_0w_{\pi/2}'=k(k^2+b^2)\) this leaves

\[
v=c\,w_0,\qquad c=\frac{v'(0)}{k^2+b^2}.
\]

The second wave avoids a division by \(w_0\), which has zeros.

## Phase shift and effective range

Suppose \(v\) approaches \(A\sin(kr+\delta)\) with \(A\neq0\). Subtracting the two asymptotic forms,

\[
(ck-A\cos\delta)\sin kr+(cb-A\sin\delta)\cos kr\to0 .
\]

A periodic function that tends to zero is zero, so \(ck=A\cos\delta\) and \(cb=A\sin\delta\). If \(\sin\delta\) were zero, then \(c=0\), hence \(\cos\delta=0\) as well, which is impossible. Division gives

\[
k\cot\delta=\frac{k^2}{b}.
\]

Conversely, this relation means \(b\cos\delta=k\sin\delta\), and then \(A=b/\sin\delta\) makes \(A\sin(kr+\delta)\) equal to \(k\sin kr+b\cos kr\).

Now compare with the low-energy expansion \(k\cot\delta=-\alpha+\tfrac12\rho k^2+o(k^2)\), where \(\alpha\) is the inverse scattering length and \(\rho\) the effective range. The remainder divided by \(k^2\) is

\[
\frac{\alpha+(1/b-\rho/2)k^2}{k^2},
\]

which tends to zero as \(k\to0^+\) exactly when \(\alpha=0\) and \(\rho=2/b\).

For a single-channel, two-body s-wave problem, this gives a resonant interaction of adjustable range against which a numerical radial solver can be tested.

## What the Lean statements say

`SolvesRadial V k u u'` says that on \(r\ge0\) the function `u` has derivative `u'`, and `u'` has derivative \((V-k^2)u\). Derivatives are taken within `Ici 0`, the half-line, so at the origin they are one-sided.

`IsPhaseShift V k δ` says that some solution vanishes at the origin and approaches \(A\sin(kr+\delta)\) with \(A\ne0\). The definition does not refer to the explicit wave, and it allows \(\delta\) to be shifted by multiples of \(\pi\).

There are three final theorems, all for \(b>0\):

- `isPhaseShift_iff`: for \(k>0\), a real number \(\delta\) is a phase shift if and only if \(k\cot\delta=k^2/b\).
- `isPhaseShift_arctan`: for \(k>0\), the angle \(\arctan(b/k)\) is a phase shift.
- `effective_range_iff`: for any function `δ` that selects a phase shift at each \(k>0\), the expansion holds if and only if \(\alpha=0\) and \(\rho=2/b\). No continuity of `δ` is required, since the cotangent ignores jumps by \(\pi\).

Here \(\alpha\) is defined by the expansion, not by the intercept of a zero-energy wave. Higher partial waves and bound states are not treated.

The condition \(A\neq0\) in the definition is easily forgotten. Without it, the zero solution with \(A=0\) would make every real number a phase shift, and the equivalence would be false.

## The complete file

```lean
import Mathlib

open Real Filter Topology Set

namespace UnitarityPotential

noncomputable section

/-- The attractive potential `-2b²/cosh²(br)`, in units where the radial equation is
`u'' = (V - k²)u`. -/
def potential (b r : ℝ) : ℝ := -(2 * b ^ 2 / cosh (b * r) ^ 2)

/-- The function `u`, with slope `u'`, solves the s-wave radial equation `u'' = (V - k²)u`
on the half-line `r ≥ 0`. -/
def SolvesRadial (V : ℝ → ℝ) (k : ℝ) (u u' : ℝ → ℝ) : Prop :=
  ∀ r, 0 ≤ r → HasDerivWithinAt u (u' r) (Ici 0) r ∧
    HasDerivWithinAt u' ((V r - k ^ 2) * u r) (Ici 0) r

/-- `δ` is an s-wave phase shift of `V` at wave number `k`: some radial solution vanishing at
the origin approaches `A sin(kr + δ)` at large distance, with `A ≠ 0`. -/
def IsPhaseShift (V : ℝ → ℝ) (k δ : ℝ) : Prop :=
  ∃ (u u' : ℝ → ℝ) (A : ℝ), SolvesRadial V k u u' ∧ u 0 = 0 ∧ A ≠ 0 ∧
    Tendsto (fun r => u r - A * sin (k * r + δ)) atTop (𝓝 0)

/-- The explicit wave `k sin(kr + φ) + b tanh(br) cos(kr + φ)`. -/
def wave (b k φ r : ℝ) : ℝ :=
  k * sin (k * r + φ) + b * tanh (b * r) * cos (k * r + φ)

/-- The expression used as the slope of the explicit wave. -/
def waveSlope (b k φ r : ℝ) : ℝ :=
  (k ^ 2 + b ^ 2 * (1 - tanh (b * r) ^ 2)) * cos (k * r + φ)
    - b * k * tanh (b * r) * sin (k * r + φ)

/-- The profile `tanh(br)` has slope `b(1 - tanh²(br))`. -/
theorem hasDerivAt_profile (b r : ℝ) :
    HasDerivAt (fun x => tanh (b * x)) (b * (1 - tanh (b * r) ^ 2)) r := by
  have hc : cosh (b * r) ≠ 0 := (Real.cosh_pos _).ne'
  have hl : HasDerivAt (fun x : ℝ => b * x) b r := by
    simpa using (hasDerivAt_id r).const_mul b
  have he : (fun x => tanh (b * x)) = fun x => sinh (b * x) / cosh (b * x) := by
    funext x
    exact Real.tanh_eq_sinh_div_cosh _
  rw [he]
  refine (hl.sinh.fun_div hl.cosh hc).congr_deriv ?_
  rw [Real.tanh_eq_sinh_div_cosh]
  field_simp

/-- For every `φ` the explicit wave solves the radial equation in the potential
`-2b²/cosh²(br)`. -/
theorem wave_solves (b k φ : ℝ) :
    SolvesRadial (potential b) k (wave b k φ) (waveSlope b k φ) := by
  intro r _
  have hT := hasDerivAt_profile b r
  have hp : HasDerivAt (fun x : ℝ => k * x + φ) k r := by
    simpa using ((hasDerivAt_id r).const_mul k).add_const φ
  have hT2 : HasDerivAt (fun x => tanh (b * x) ^ 2)
      (b * (1 - tanh (b * r) ^ 2) * tanh (b * r)
        + tanh (b * r) * (b * (1 - tanh (b * r) ^ 2))) r := by
    simpa only [pow_two] using hT.fun_mul hT
  -- the potential as a polynomial in tanh
  have hV : potential b r = -(2 * b ^ 2 * (1 - tanh (b * r) ^ 2)) := by
    have hc : cosh (b * r) ≠ 0 := (Real.cosh_pos _).ne'
    have h1 : 1 - tanh (b * r) ^ 2 = 1 / cosh (b * r) ^ 2 := by
      rw [Real.tanh_eq_sinh_div_cosh]
      field_simp
      linarith [Real.cosh_sq (b * r)]
    rw [potential, h1]
    ring
  constructor
  · exact (((hp.sin.const_mul k).fun_add ((hT.const_mul b).fun_mul hp.cos)).congr_deriv
      (by unfold waveSlope; ring)).hasDerivWithinAt
  · exact ((((((hT2.const_sub 1).const_mul (b ^ 2)).const_add (k ^ 2)).fun_mul hp.cos).fun_sub
      ((hT.const_mul (b * k)).fun_mul hp.sin)).congr_deriv
      (by rw [hV]; unfold wave; ring)).hasDerivWithinAt

/-- The Wronskian of two radial solutions at the same energy keeps its value at the origin. -/
theorem wronskian_const {V u u' v v' : ℝ → ℝ} {k r : ℝ} (hu : SolvesRadial V k u u')
    (hv : SolvesRadial V k v v') (hr : 0 ≤ r) :
    u r * v' r - u' r * v r = u 0 * v' 0 - u' 0 * v 0 := by
  have hW : ∀ x, 0 ≤ x →
      HasDerivWithinAt (fun y => u y * v' y - u' y * v y) 0 (Ici 0) x := fun x hx =>
    (((hu x hx).1.fun_mul (hv x hx).2).fun_sub
      ((hu x hx).2.fun_mul (hv x hx).1)).congr_deriv (by ring)
  exact constant_of_has_deriv_right_zero (f := fun y => u y * v' y - u' y * v y)
    (a := 0) (b := r)
    (fun x hx => (hW x hx.1).continuousWithinAt.mono Icc_subset_Ici_self)
    (fun x hx => (hW x hx.1).mono (Ici_subset_Ici.2 hx.1)) r ⟨hr, le_rfl⟩

/-- Every radial solution vanishing at the origin is a multiple of
`k sin(kr) + b tanh(br) cos(kr)`. -/
theorem regular_solution_unique {b k : ℝ} (hk : 0 < k) {v v' : ℝ → ℝ}
    (hv : SolvesRadial (potential b) k v v') (hv0 : v 0 = 0) :
    ∃ c, ∀ r, 0 ≤ r → v r = c * wave b k 0 r := by
  refine ⟨v' 0 / (k ^ 2 + b ^ 2), fun r hr => ?_⟩
  have h1 := wronskian_const hv (wave_solves b k 0) hr
  have h2 := wronskian_const hv (wave_solves b k (π / 2)) hr
  have hu0 : wave b k 0 0 = 0 := by simp [wave]
  have hs0 : wave b k (π / 2) 0 = k := by simp [wave]
  rw [hv0, hu0] at h1
  rw [hv0, hs0] at h2
  -- the two explicit waves are linearly independent
  have hI : waveSlope b k 0 r * wave b k (π / 2) r - wave b k 0 r * waveSlope b k (π / 2) r
      = k * (k ^ 2 + b ^ 2) := by
    simp only [wave, waveSlope, add_zero, Real.sin_add_pi_div_two, Real.cos_add_pi_div_two]
    linear_combination (k * (k ^ 2 + b ^ 2)) * Real.sin_sq_add_cos_sq (k * r)
  have hK : k ^ 2 + b ^ 2 ≠ 0 := by positivity
  rw [div_mul_eq_mul_div, eq_div_iff hK]
  apply mul_left_cancel₀ hk.ne'
  linear_combination -(v r) * hI + wave b k (π / 2) r * h1 - wave b k 0 r * h2

/-- At large distance the regular wave approaches `k sin(kr) + b cos(kr)`. -/
theorem wave_asymptotic {b : ℝ} (hb : 0 < b) (k : ℝ) :
    Tendsto (fun r => wave b k 0 r - (k * sin (k * r) + b * cos (k * r))) atTop (𝓝 0) := by
  have he : Tendsto (fun r => b * exp (-(b * r))) atTop (𝓝 0) := by
    have h := (Real.tendsto_exp_neg_atTop_nhds_zero.comp
      (tendsto_id.const_mul_atTop hb)).const_mul b
    simpa only [mul_zero, Function.comp_def, id] using h
  refine squeeze_zero_norm (fun r => ?_) he
  have hc : cosh (b * r) ≠ 0 := (Real.cosh_pos _).ne'
  have ht : 1 - tanh (b * r) = exp (-(b * r)) / cosh (b * r) := by
    rw [Real.tanh_eq_sinh_div_cosh, ← Real.cosh_sub_sinh, sub_div, div_self hc]
  have hq : 0 ≤ b * (1 - tanh (b * r)) := by
    rw [ht]
    exact mul_nonneg hb.le (div_nonneg (Real.exp_pos _).le (Real.cosh_pos _).le)
  have hd : wave b k 0 r - (k * sin (k * r) + b * cos (k * r))
      = -(b * (1 - tanh (b * r)) * cos (k * r)) := by
    simp only [wave, add_zero]
    ring
  rw [hd, norm_neg, Real.norm_eq_abs, abs_mul, abs_of_nonneg hq]
  calc b * (1 - tanh (b * r)) * |cos (k * r)| ≤ b * (1 - tanh (b * r)) * 1 :=
        mul_le_mul_of_nonneg_left (Real.abs_cos_le_one _) hq
    _ ≤ b * exp (-(b * r)) := by
        rw [mul_one, ht]
        exact mul_le_mul_of_nonneg_left
          (div_le_self (Real.exp_pos _).le (Real.one_le_cosh _)) hb.le

/-- A free standing wave `P sin(kr) + Q cos(kr)` that dies out at infinity has `P = Q = 0`. -/
theorem free_wave_eq_zero {k P Q : ℝ} (hk : 0 < k)
    (h : Tendsto (fun r => P * sin (k * r) + Q * cos (k * r)) atTop (𝓝 0)) :
    P = 0 ∧ Q = 0 := by
  -- sample the wave once per period
  have key : ∀ x, P * sin x + Q * cos x = 0 := by
    intro x
    have ht : Tendsto (fun n : ℕ => (x + (n : ℝ) * (2 * π)) / k) atTop atTop :=
      (tendsto_atTop_add_const_left _ x
        (tendsto_natCast_atTop_atTop.atTop_mul_const Real.two_pi_pos)).atTop_div_const hk
    refine tendsto_nhds_unique tendsto_const_nhds ((h.comp ht).congr fun n => ?_)
    have hx : k * ((x + (n : ℝ) * (2 * π)) / k) = x + (n : ℝ) * (2 * π) := by
      field_simp
    simp only [Function.comp_apply]
    rw [hx, Real.sin_add_nat_mul_two_pi, Real.cos_add_nat_mul_two_pi]
  exact ⟨by simpa using key (π / 2), by simpa using key 0⟩

/-- The phase shifts of `-2b²/cosh²(br)` at wave number `k > 0` are exactly the solutions of
`k cot δ = k²/b`. -/
theorem isPhaseShift_iff {b k : ℝ} (hb : 0 < b) (hk : 0 < k) (δ : ℝ) :
    IsPhaseShift (potential b) k δ ↔ k * cot δ = k ^ 2 / b := by
  constructor
  · rintro ⟨v, v', A, hv, hv0, hA, hlim⟩
    obtain ⟨c, hc⟩ := regular_solution_unique hk hv hv0
    have h := hlim.sub ((wave_asymptotic hb k).const_mul c)
    rw [mul_zero, sub_zero] at h
    -- compare the two asymptotic forms
    obtain ⟨h1, h2⟩ := free_wave_eq_zero (P := c * k - A * cos δ) (Q := c * b - A * sin δ) hk
      (h.congr' (by
        filter_upwards [eventually_ge_atTop 0] with r hr
        rw [hc r hr, Real.sin_add]
        ring))
    have hs : sin δ ≠ 0 := by
      intro hs
      have hcb : c * b = 0 := by linear_combination h2 + A * hs
      have hc0 : c = 0 := (mul_eq_zero.1 hcb).resolve_right hb.ne'
      have hAc : A * cos δ = 0 := by linear_combination k * hc0 - h1
      have hcos := (mul_eq_zero.1 hAc).resolve_left hA
      have h3 := Real.sin_sq_add_cos_sq δ
      rw [hs, hcos] at h3
      norm_num at h3
    rw [Real.cot_eq_cos_div_sin, ← mul_div_assoc, div_eq_div_iff hs hb.ne']
    apply mul_left_cancel₀ hA
    linear_combination -(k * b) * h1 + k ^ 2 * h2
  · intro h
    have hs : sin δ ≠ 0 := by
      intro hs
      rw [Real.cot_eq_cos_div_sin, hs, div_zero, mul_zero] at h
      exact (show (0 : ℝ) < k ^ 2 / b by positivity).ne h
    rw [Real.cot_eq_cos_div_sin, ← mul_div_assoc, div_eq_div_iff hs hb.ne'] at h
    have h2 : b * cos δ = k * sin δ := mul_left_cancel₀ hk.ne' (by linear_combination h)
    refine ⟨wave b k 0, waveSlope b k 0, b / sin δ, wave_solves b k 0, by simp [wave],
      div_ne_zero hb.ne' hs, (wave_asymptotic hb k).congr fun r => ?_⟩
    have h3 : b / sin δ * sin (k * r + δ) = k * sin (k * r) + b * cos (k * r) := by
      rw [div_mul_eq_mul_div, div_eq_iff hs, Real.sin_add]
      linear_combination sin (k * r) * h2
    rw [h3]

/-- At every `k > 0` the angle `arctan(b/k)` is a phase shift of the potential. -/
theorem isPhaseShift_arctan {b k : ℝ} (hb : 0 < b) (hk : 0 < k) :
    IsPhaseShift (potential b) k (arctan (b / k)) := by
  rw [isPhaseShift_iff hb hk]
  have h : cot (arctan (b / k)) = (tan (arctan (b / k)))⁻¹ := by
    rw [Real.cot_eq_cos_div_sin, Real.tan_eq_sin_div_cos, inv_div]
  rw [h, Real.tan_arctan, inv_div]
  ring

/-- The effective-range expansion `k cot δ = -α + ρk²/2 + o(k²)` holds as `k → 0⁺` exactly when
the inverse scattering length `α` is zero and the effective range `ρ` is `2/b`. -/
theorem effective_range_iff {b : ℝ} (hb : 0 < b) {δ : ℝ → ℝ}
    (hδ : ∀ k, 0 < k → IsPhaseShift (potential b) k (δ k)) (α ρ : ℝ) :
    Tendsto (fun k => (k * cot (δ k) - (-α + ρ / 2 * k ^ 2)) / k ^ 2) (𝓝[>] 0) (𝓝 0)
      ↔ α = 0 ∧ ρ = 2 / b := by
  have hE : (fun k => (k * cot (δ k) - (-α + ρ / 2 * k ^ 2)) / k ^ 2) =ᶠ[𝓝[>] 0]
      fun k => (α + (1 / b - ρ / 2) * k ^ 2) / k ^ 2 := by
    filter_upwards [self_mem_nhdsWithin] with k hk
    rw [(isPhaseShift_iff hb hk (δ k)).1 (hδ k hk)]
    congr 1
    ring
  rw [tendsto_congr' hE]
  constructor
  · intro h
    have hk2 : Tendsto (fun k : ℝ => k ^ 2) (𝓝[>] 0) (𝓝 0) := by
      have h0 : Tendsto (fun k : ℝ => k ^ 2) (𝓝 0) (𝓝 (0 ^ 2)) := (continuous_pow 2).tendsto 0
      rw [zero_pow two_ne_zero] at h0
      exact h0.mono_left nhdsWithin_le_nhds
    -- the constant term must vanish, then the quadratic one
    have h3 : Tendsto (fun k => α + (1 / b - ρ / 2) * k ^ 2) (𝓝[>] 0) (𝓝 (0 * 0)) :=
      (h.mul hk2).congr' (by
        filter_upwards [self_mem_nhdsWithin] with k hk
        have hk0 : k ^ 2 ≠ 0 := pow_ne_zero 2 (show (0 : ℝ) < k from hk).ne'
        rw [div_mul_eq_mul_div, mul_div_assoc, div_self hk0, mul_one])
    have hα := tendsto_nhds_unique ((hk2.const_mul (1 / b - ρ / 2)).const_add α) h3
    rw [mul_zero, mul_zero, add_zero] at hα
    have h4 : Tendsto (fun _ : ℝ => 1 / b - ρ / 2) (𝓝[>] 0) (𝓝 0) :=
      h.congr' (by
        filter_upwards [self_mem_nhdsWithin] with k hk
        have hk0 : k ^ 2 ≠ 0 := pow_ne_zero 2 (show (0 : ℝ) < k from hk).ne'
        rw [hα, zero_add, mul_div_assoc, div_self hk0, mul_one])
    have h5 := tendsto_nhds_unique tendsto_const_nhds h4
    exact ⟨hα, by linear_combination -2 * h5⟩
  · rintro ⟨h1, h2⟩
    refine tendsto_const_nhds.congr fun k => ?_
    rw [h1, h2]
    ring

end

end UnitarityPotential
```

```lean
#print axioms UnitarityPotential.isPhaseShift_arctan
#print axioms UnitarityPotential.effective_range_iff
```

```
'UnitarityPotential.isPhaseShift_arctan' depends on axioms: [propext, Classical.choice, Quot.sound]
'UnitarityPotential.effective_range_iff' depends on axioms: [propext, Classical.choice, Quot.sound]
```

## How the proof follows the calculation

`hasDerivAt_profile` is the rule \(T'=b(1-T^2)\), obtained from the quotient \(\sinh/\cosh\). `wave_solves` first rewrites the potential as a polynomial in \(T\) (`hV`). It then builds both derivatives from the product and chain rules, and `ring` confirms that they agree with `waveSlope` and with \((V-k^2)w_\varphi\).

`wronskian_const` shows that the Wronskian has zero derivative within the half-line. It concludes with `constant_of_has_deriv_right_zero`, which needs only continuity and right derivatives and therefore suits the one-sided definition at the origin.

In `regular_solution_unique`, `h1` and `h2` are the two Wronskian equations and `hI` is the Wronskian of the explicit waves. The final `linear_combination` is the elimination of \(v'\) described above.

`wave_asymptotic` squeezes the difference under \(b\,e^{-br}\). `free_wave_eq_zero` samples the free wave at \(r_n=(x+2\pi n)/k\), where its value is always \(P\sin x+Q\cos x\). The limit forces this value to be zero, and \(x=\pi/2\) and \(x=0\) give \(P=0\) and \(Q=0\).

The forward half of `isPhaseShift_iff` applies these lemmas to an arbitrary regular solution, with \(P=ck-A\cos\delta\) and \(Q=cb-A\sin\delta\). The reverse half supplies \(w_0\) and the amplitude \(b/\sin\delta\). It must first exclude \(\sin\delta=0\), where Lean's cotangent takes the value 0; this cannot equal the positive number \(k/b\).

`isPhaseShift_arctan` then reduces to \(\cot(\arctan(b/k))=k/b\).

For `effective_range_iff`, `hE` inserts the exact phase relation at positive \(k\). Multiplying the assumed limit by \(k^2\to0\) isolates \(\alpha\) and shows that it vanishes (`hα`). The quotient is then the constant \(1/b-\rho/2\), which must also be zero. In the other direction, the two values make the quotient vanish identically for \(k>0\).
